# Below full spin polarization, the spin factor of a power-law energy density is convex in its exponent

Local exchange teaches a physicist that polarizing the spins at fixed density makes an energy density larger in magnitude. Carried over to a power law with another exponent, that expectation can give the wrong sign. For an energy density proportional to the square root of the electron density, the spin-scaling rule obeyed by exchange multiplies the unpolarized value by about $0.949$ at polarization $0.6$: a reduction. A general statement about the exponent settles the direction of the change, if there is one, for every positive power and every partial polarization at once.

Write $n$ for the total density, $n_\uparrow$ and $n_\downarrow$ for the spin densities, and $z=(n_\uparrow-n_\downarrow)/n$ for the relative polarization. The factor in question is

$$\varphi_p(z)=\frac{(1+z)^p+(1-z)^p}{2},$$

with a real exponent $p$. For fixed $|z|<1$ it is convex in $p$ and equals $1$ at $p=0$ and $p=1$. It is therefore at most $1$ between these exponents and never decreases from $p=1$ onwards. In electronic structure this orders the spin dependence of local, single-power energy densities such as Thomas–Fermi kinetic energy and local exchange; it does not treat gradient corrections or correlation.

## The factor and the rule that produces it

```lean
import Mathlib

open Set

namespace SpinScalingFactor

noncomputable section
```

The file works over Mathlib, Lean's mathematical library. Opening `Set` gives short names to the ranges of exponents used below: `univ` is the whole real line, `Ioo 0 1` the open interval $(0,1)$, `Icc 0 1` the closed interval $[0,1]$, and `Ici 1` the half-line $[1,\infty)$.

```lean
/-- The spin factor `((1+z)^p + (1-z)^p)/2` for exponent `p` and relative spin
polarization `z`. -/
def spinFactor (p z : ℝ) : ℝ := ((1 + z) ^ p + (1 - z) ^ p) / 2
```

This is $\varphi_p(z)$, written `spinFactor p z`. The exponent comes first, and both arguments are real numbers, so `^` is here the real power and $p$ may be fractional or negative. The definition itself puts no restriction on $z$; each theorem states the range it needs.

```lean
/-- The spin-scaling rule: the average of an unpolarized energy density `e` evaluated at
twice the spin-up density and at twice the spin-down density. -/
def spinScaled (e : ℝ → ℝ) (nUp nDown : ℝ) : ℝ := (e (2 * nUp) + e (2 * nDown)) / 2
```

Here `e` is any function giving the energy density of an unpolarized system. The spin-resolved value is defined as

$$\frac{e(2n_\uparrow)+e(2n_\downarrow)}{2}.$$

The physics behind the rule is that the two spin channels contribute separately. Each channel then gives half the energy of an unpolarized system in which both channels look like it, and the total density of that system is twice the spin density. Exchange and the non-interacting kinetic energy have this structure. Correlation does not, because it couples opposite spins. The file takes the rule as a definition and does not derive it from wavefunctions.

```lean
/-- For a power-law energy density `C n^p`, spin scaling at total density `n` and
polarization `z` multiplies the unpolarized value by the spin factor. -/
theorem spinScaled_powerLaw (C p : ℝ) {n z : ℝ} (hn : 0 ≤ n) (hz : |z| ≤ 1) :
    spinScaled (fun m => C * m ^ p) (n * (1 + z) / 2) (n * (1 - z) / 2)
      = C * n ^ p * spinFactor p z := by
  obtain ⟨hl, hr⟩ := abs_le.mp hz
  have e1 : 2 * (n * (1 + z) / 2) = n * (1 + z) := by ring
  have e2 : 2 * (n * (1 - z) / 2) = n * (1 - z) := by ring
  simp only [spinScaled, spinFactor]
  rw [e1, e2, Real.mul_rpow hn (by linarith), Real.mul_rpow hn (by linarith)]
  ring
```

Let $e(m)=Cm^p$, and insert $n_\uparrow=n(1+z)/2$ and $n_\downarrow=n(1-z)/2$. The doubled densities are $n(1+z)$ and $n(1-z)$, so

$$\frac{C[n(1+z)]^p+C[n(1-z)]^p}{2}
=Cn^p\,\frac{(1+z)^p+(1-z)^p}{2}=Cn^p\varphi_p(z).$$

The hypotheses `0 ≤ n` and `|z| ≤ 1` say that the total density and both spin densities are non-negative. They are what permits splitting the power of a product, which is the job of `Real.mul_rpow`. For negative $p$ the physical reading needs strictly positive densities, since Lean assigns the value $0$ to a negative power of zero.

The coefficient $C$ is an arbitrary real number. Its sign matters for the interpretation: for exchange $C$ is negative, so a factor above one lowers the energy density, whereas for kinetic energy $C$ is positive and the same factor raises it.

## Convexity in the exponent

```lean
/-- A positive base other than one, raised to the power `p`, is strictly convex in `p`. -/
theorem strictConvexOn_exponent {c : ℝ} (hc : 0 < c) (h1 : c ≠ 1) :
    StrictConvexOn ℝ univ (fun p : ℝ => c ^ p) := by
  refine ⟨convex_univ, ?_⟩
  intro x _ y _ hxy a b ha hb hab
  have hlog : Real.log c ≠ 0 := Real.log_ne_zero_of_pos_of_ne_one hc h1
  have hne : Real.log c * x ≠ Real.log c * y := fun h => hxy (mul_left_cancel₀ hlog h)
  -- strict convexity of the exponential at the points `x log c` and `y log c`
  have h := strictConvexOn_exp.2 (mem_univ _) (mem_univ _) hne ha hb hab
  simp only [smul_eq_mul, Real.rpow_def_of_pos hc] at h ⊢
  have e : Real.log c * (a * x + b * y)
      = a * (Real.log c * x) + b * (Real.log c * y) := by ring
  rw [e]
  exact h
```

The statement concerns a fixed base $c>0$ with $c\neq1$, and the variable is the exponent. Set $L=\log c$, which is non-zero. Take two different exponents $x\neq y$ and weights $a,b>0$ with $a+b=1$. Then $Lx\neq Ly$, and strict convexity of the exponential gives

$$c^{ax+by}=e^{a(Lx)+b(Ly)}<a\,e^{Lx}+b\,e^{Ly}=a\,c^x+b\,c^y.$$

The proof follows this line. `hlog` records $L\neq0$, `hne` records $Lx\neq Ly$, and `Real.rpow_def_of_pos` rewrites each power as an exponential. The equation `e` distributes $L$ over the weighted average. No derivative is taken.

### Strict convexity used as a function

The device on which the development turns is the way Mathlib stores `StrictConvexOn`. It is a pair. The first part says that the domain is a convex set, which for the whole line is `convex_univ`. The second part, reached by `.2`, behaves like a function: it takes proofs that two points lie in the domain, a proof that they differ, and proofs that the two weights are positive and add up to one. It returns the strict inequality for exactly those points and weights.

In the proof above, `strictConvexOn_exp.2` is called in this way with the points $Lx$ and $Ly$. The next theorems call the second part of their predecessors in the same manner. A qualitative statement about a curve is thus turned into a concrete inequality at chosen numbers, which ordinary algebra can finish.

```lean
/-- At partial, nonzero polarization the spin factor is strictly convex in the exponent. -/
theorem spinFactor_strictConvexOn {z : ℝ} (hz : |z| < 1) (h0 : z ≠ 0) :
    StrictConvexOn ℝ univ (fun p => spinFactor p z) := by
  obtain ⟨hl, hr⟩ := abs_lt.mp hz
  refine ⟨convex_univ, ?_⟩
  intro x _ y _ hxy a b ha hb hab
  have hu := (strictConvexOn_exponent (c := 1 + z) (by linarith)
    (fun h => h0 (by linarith))).2 (mem_univ x) (mem_univ y) hxy ha hb hab
  have hd := (strictConvexOn_exponent (c := 1 - z) (by linarith)
    (fun h => h0 (by linarith))).2 (mem_univ x) (mem_univ y) hxy ha hb hab
  simp only [smul_eq_mul, spinFactor] at hu hd ⊢
  linarith
```

Now the two bases are $1+z$ and $1-z$. The condition $|z|<1$ makes both positive, and $z\neq0$ makes both different from one. The preceding theorem gives

$$(1\pm z)^{ax+by}<a(1\pm z)^x+b(1\pm z)^y$$

for each sign. Adding the two inequalities and halving yields

$$\varphi_{ax+by}(z)<a\,\varphi_x(z)+b\,\varphi_y(z).$$

In the code these inequalities are `hu` and `hd`, for the majority and minority terms when $z>0$, and `linarith` forms their average.

## Two fixed values and a chord

```lean
/-- The spin factor equals one for the exponents zero and one. -/
theorem spinFactor_zero_one (z : ℝ) : spinFactor 0 z = 1 ∧ spinFactor 1 z = 1 := by
  constructor
  · simp only [spinFactor, Real.rpow_zero]
    norm_num
  · simp only [spinFactor, Real.rpow_one]
    ring
```

At $p=0$ both powers are one, so the average is one. At $p=1$ the polarization cancels: $[(1+z)+(1-z)]/2=1$. The second value reflects the fact that an energy density linear in $n$ depends only on the total density. Both equalities hold for every real $z$.

```lean
/-- At partial, nonzero polarization and for exponents `0 < p < q`, the spin factor at `p` lies
strictly below the chord joining its values at `0` and `q`. -/
theorem spinFactor_chord {z p q : ℝ} (hz : |z| < 1) (h0 : z ≠ 0) (hp : 0 < p)
    (hpq : p < q) : q * spinFactor p z < (q - p) + p * spinFactor q z := by
  have hq : 0 < q := hp.trans hpq
  have hab : (q - p) / q + p / q = 1 := by
    rw [← add_div, sub_add_cancel, div_self hq.ne']
  have h := (spinFactor_strictConvexOn hz h0).2 (mem_univ 0) (mem_univ q) hq.ne
    (div_pos (sub_pos.mpr hpq) hq) (div_pos hp hq) hab
  have e : (q - p) / q * 0 + p / q * q = p := by
    rw [mul_zero, zero_add, div_mul_cancel₀ _ hq.ne']
  simp only [smul_eq_mul] at h
  rw [e, (spinFactor_zero_one z).1] at h
  -- clear the denominator `q`
  have h' := mul_lt_mul_of_pos_left h hq
  have e' : q * ((q - p) / q * 1 + p / q * spinFactor q z)
      = (q - p) + p * spinFactor q z := by
    field_simp
  rw [e'] at h'
  exact h'
```

Let $0<|z|<1$. For $0<p<q$, write $p$ as a weighted average of $0$ and $q$:

$$p=\frac{q-p}{q}\cdot0+\frac pq\cdot q.$$

The weights are positive and add up to one. Strict convexity together with $\varphi_0(z)=1$ gives

$$\varphi_p(z)<\frac{q-p}{q}+\frac pq\,\varphi_q(z),$$

and multiplication by $q>0$ gives the stated form,

$$q\,\varphi_p(z)<(q-p)+p\,\varphi_q(z).$$

Lean receives the two weights through the proofs of their positivity, and `hab` shows that they sum to one. The remaining lines simplify the weighted average to $p$ and clear the denominator.

## Below one, then increasing

```lean
/-- At partial, nonzero polarization the spin factor is below one for exponents strictly
between zero and one, and strictly increasing in the exponent from one onwards. -/
theorem spinFactor_strict {z : ℝ} (hz : |z| < 1) (h0 : z ≠ 0) :
    (∀ p ∈ Ioo (0 : ℝ) 1, spinFactor p z < 1) ∧
      StrictMonoOn (fun p => spinFactor p z) (Ici 1) := by
  have hone := (spinFactor_zero_one z).2
  constructor
  · intro p hp
    have h := spinFactor_chord hz h0 hp.1 hp.2
    rw [hone] at h
    linarith
  · intro p hp q _ hpq
    have hp1 : 1 ≤ p := hp
    -- the factor at `q` exceeds one, so the chord from `0` to `q` rises
    have h1 := spinFactor_chord hz h0 one_pos (lt_of_le_of_lt hp1 hpq)
    rw [hone] at h1
    have hq1 : 0 < spinFactor q z - 1 := by linarith
    have h2 := spinFactor_chord hz h0 (by linarith : 0 < p) hpq
    have h3 : q * spinFactor p z < q * spinFactor q z := by
      nlinarith [mul_pos (sub_pos.mpr hpq) hq1]
    exact lt_of_mul_lt_mul_left h3 (by linarith)
```

Both claims come from the chord inequality. For $0<p<1$, set $q=1$ and use $\varphi_1(z)=1$:

$$\varphi_p(z)<(1-p)+p=1.$$

For the second claim, let $1\le p<q$. First apply the chord inequality with $1$ as the intermediate exponent, which gives $q<(q-1)+\varphi_q(z)$, hence $\varphi_q(z)>1$. Then apply it at $p$ itself:

$$q\,\varphi_p(z)<(q-p)+p\,\varphi_q(z)
=q\,\varphi_q(z)-(q-p)\,[\varphi_q(z)-1]<q\,\varphi_q(z).$$

Division by $q$ gives $\varphi_p(z)<\varphi_q(z)$. In the code, `h1` and `h2` are the two uses of the chord, and `nlinarith` is handed the positive product $(q-p)[\varphi_q(z)-1]$ that closes the last step. The conclusion `StrictMonoOn` on `Ici 1` means strictly increasing on $[1,\infty)$, with the endpoint included.

```lean
/-- For `|z| < 1` the spin factor is convex in the exponent, equals one at exponents zero
and one, is at most one between them, and is monotone from exponent one onwards. -/
theorem spinFactor_main {z : ℝ} (hz : |z| < 1) :
    ConvexOn ℝ univ (fun p => spinFactor p z) ∧
      spinFactor 0 z = 1 ∧ spinFactor 1 z = 1 ∧
      (∀ p ∈ Icc (0 : ℝ) 1, spinFactor p z ≤ 1) ∧
      MonotoneOn (fun p => spinFactor p z) (Ici 1) := by
  obtain ⟨hzero, hone⟩ := spinFactor_zero_one z
  by_cases h0 : z = 0
  · -- without polarization the factor is identically one
    have hc : ∀ p, spinFactor p z = 1 := by
      intro p
      simp only [spinFactor, h0, add_zero, sub_zero, Real.one_rpow]
      norm_num
    have hf : (fun p => spinFactor p z) = fun _ => (1 : ℝ) := funext hc
    refine ⟨?_, hzero, hone, fun p _ => (hc p).le, ?_⟩
    · rw [hf]
      exact convexOn_const 1 convex_univ
    · intro p _ q _ _
      exact ((hc p).trans (hc q).symm).le
  · obtain ⟨hlt, hmono⟩ := spinFactor_strict hz h0
    refine ⟨(spinFactor_strictConvexOn hz h0).convexOn, hzero, hone, ?_,
      hmono.monotoneOn⟩
    intro p hp
    rcases hp.1.eq_or_lt with h | h
    · rw [← h, hzero]
    · rcases hp.2.eq_or_lt with h' | h'
      · rw [h', hone]
      · exact (hlt p ⟨h, h'⟩).le
```

This theorem collects the general result for all $|z|<1$, now including the unpolarized case. Its five parts are convexity on the whole real line, the two values equal to one, the bound $\varphi_p(z)\le1$ on $[0,1]$, and monotonicity on $[1,\infty)$. `ConvexOn` and `MonotoneOn` are the versions with $\le$ in place of $<$.

The weaker inequalities are needed because of $z=0$. There both bases equal one and $\varphi_p(0)=1$ for every $p$, a constant function, which is convex and monotone but neither strictly. The proof splits on whether `z = 0`. In the constant case all claims are immediate. In the other case they follow from the strict theorems, with the endpoints $p=0$ and $p=1$ of the closed interval supplied by the two fixed values.

The polarization is held fixed throughout, and the statement compares different exponents. It concerns the factor at a single point of space; no integral over a density profile appears.

## Exchange, kinetic energy and full polarization

```lean
/-- At partial, nonzero polarization the spin factor with exponent `4/3` (local exchange)
exceeds one and is smaller than that with exponent `5/3` (Thomas-Fermi kinetic energy). -/
theorem exchange_lt_kinetic {z : ℝ} (hz : |z| < 1) (h0 : z ≠ 0) :
    1 < spinFactor (4 / 3) z ∧ spinFactor (4 / 3) z < spinFactor (5 / 3) z := by
  have hm := (spinFactor_strict hz h0).2
  have m1 : (1 : ℝ) ∈ Ici (1 : ℝ) := mem_Ici.mpr le_rfl
  have m4 : (4 / 3 : ℝ) ∈ Ici (1 : ℝ) := mem_Ici.mpr (by norm_num)
  have m5 : (5 / 3 : ℝ) ∈ Ici (1 : ℝ) := mem_Ici.mpr (by norm_num)
  have h1 : spinFactor 1 z < spinFactor (4 / 3) z := hm m1 m4 (by norm_num)
  rw [(spinFactor_zero_one z).2] at h1
  exact ⟨h1, hm m4 m5 (by norm_num)⟩
```

In three dimensions, the exponent $4/3$ belongs to local exchange and $5/3$ to the Thomas–Fermi kinetic energy. Since $1<4/3<5/3$, strict monotonicity gives

$$1=\varphi_1(z)<\varphi_{4/3}(z)<\varphi_{5/3}(z)\qquad(0<|z|<1).$$

The lines `m1`, `m4` and `m5` check that the three exponents lie in $[1,\infty)$, and `hm` is then applied to two of them at a time.

At fixed density, partial polarization therefore increases the kinetic energy density by a larger relative factor than it increases the magnitude of the exchange energy density, within these two local models. Which change is larger in absolute terms depends also on the coefficients and on $n$, about which the theorem says nothing.

```lean
/-- At full polarization `z = 1` the spin factor with positive exponent `p` is `2^(p-1)`. -/
theorem spinFactor_fullyPolarized {p : ℝ} (hp : 0 < p) :
    spinFactor p 1 = 2 ^ (p - 1) := by
  rw [spinFactor, sub_self, Real.zero_rpow hp.ne', add_zero,
    Real.rpow_sub_one two_ne_zero, one_add_one_eq_two]

end

end SpinScalingFactor
```

At $z=1$ the minority density vanishes. For $p>0$ its term is $0^p=0$, and what remains is

$$\varphi_p(1)=\frac{2^p}{2}=2^{p-1}.$$

For exchange this is $2^{1/3}\approx1.26$, and for the kinetic energy $2^{2/3}\approx1.59$. The restriction to positive exponents matters at $p=0$: there $0^0=1$ and the factor is $1$, while $2^{p-1}$ would give $1/2$. This jump also shows why the convexity theorem requires $|z|<1$. At full polarization the value at $p=0$ lies above the values at small positive exponents in a way that no convex function on the real line allows, since such a function is continuous.

```lean
#print axioms SpinScalingFactor.spinScaled_powerLaw
#print axioms SpinScalingFactor.spinFactor_main
#print axioms SpinScalingFactor.exchange_lt_kinetic
#print axioms SpinScalingFactor.spinFactor_fullyPolarized
```

```
'SpinScalingFactor.spinScaled_powerLaw' depends on axioms: [propext, Classical.choice, Quot.sound]
'SpinScalingFactor.spinFactor_main' depends on axioms: [propext, Classical.choice, Quot.sound]
'SpinScalingFactor.exchange_lt_kinetic' depends on axioms: [propext, Classical.choice, Quot.sound]
'SpinScalingFactor.spinFactor_fullyPolarized' depends on axioms: [propext, Classical.choice, Quot.sound]
```
